# The Lagrange differentiation matrix on n distinct real nodes is exact below degree n, and its n-th power is zero

## Two grid points and a straight line

Take two distinct points $x_0, x_1$ on the real line and a function known only through its values $f_0, f_1$ there. The straight line through these data has the slope $(f_1-f_0)/(x_1-x_0)$ at both points. Written as a matrix acting on the data, differentiation of the line is

$$
D=\frac{1}{x_1-x_0}\begin{pmatrix}-1&1\\-1&1\end{pmatrix}.
$$

Each row sums to zero, because constant data have zero slope. The vector $Df$ is itself constant, so a second application gives zero: $D^2=0$, although $D\neq 0$. The matrix inherits this from the line, whose second derivative vanishes. With $n$ points the line becomes a polynomial of degree below $n$, and the same mechanism gives $D^n=0$.

## Derivatives on a grid

In a collocation treatment of the one-dimensional Schrödinger equation, a wavefunction can be represented by its values on a finite grid and differentiated through its interpolating polynomial. The matrix $D$ then stands for $d/dx$, and $D^2$ for the second derivative in the kinetic energy. The theorems below concern this full matrix $D$, before any boundary conditions are imposed. If the wavefunction is to vanish at the two outermost nodes, the rows and columns of those nodes can be deleted from $D^2$. The smaller matrix need not have a vanishing power: on the nodes $-1,0,1$ it is the single number $-2$.

Let $x_0,\dots,x_{n-1}$ be distinct real nodes. The Lagrange basis polynomials are

$$
l_j(X)=\prod_{k\neq j}\frac{X-x_k}{x_j-x_k},\qquad l_j(x_i)=\delta_{ij},
$$

and the differentiation matrix has the entries $D_{ij}=l_j'(x_i)$. For a polynomial $p$, write $v(p)$ for the vector of node values $p(x_i)$.

## What is proved

For distinct nodes the theorems state:

- $D\,v(p)=v(p')$ for every $p$ of degree below $n$, and more generally $D^k v(p)=v(p^{(k)})$ for every $k\ge 0$.
- $\sum_j D_{ij}=0$ for every row $i$.
- $D^n=0$, while on $n=m+1$ nodes $D^m\neq 0$.
- For $i\neq j$, the entries satisfy
$$
\Big(\prod_{k\neq j}(x_j-x_k)\Big)D_{ij}=\prod_{k\neq i,j}(x_i-x_k).
$$
- On the nodes $a-h,\ a,\ a+h$ with $h\neq0$, any data $f$ satisfy $2h\,(Df)_1=f_2-f_0$.

In Lean the nodes are a function `x : Fin n → ℝ`, numbered from 0, and `hx : Function.Injective x` says that they are distinct. `diffMatrix x` is $D$, `nodeValues x p` is $v(p)$, and `*ᵥ` is the product of a matrix with a vector. The condition `p.degree < n` includes the zero polynomial, whose degree is $-\infty$ in this convention. `derivative^[k] p` is the $k$-th derivative, and `Finset.univ.erase j` is the set of all indices other than $j$. The definition of `diffMatrix` also accepts repeated nodes, because Lean sets $0^{-1}=0$, but the theorems exclude that case.

The nodes are otherwise arbitrary: they need be neither ordered nor equally spaced. The arithmetic is exact, so nothing is said about rounding errors. For data sampled from a function that is not a polynomial of degree below $n$, $D$ returns the derivative of the interpolant, and the theorems give no bound on its distance from the true derivative.

## Exactness and powers

Let $p$ have degree below $n$. The polynomial $p-\sum_j p(x_j)\,l_j$ also has degree below $n$ and vanishes at $n$ distinct points, so it is zero. Hence

$$
p=\sum_j p(x_j)\,l_j,\qquad
p'(x_i)=\sum_j l_j'(x_i)\,p(x_j)=\sum_j D_{ij}\,p(x_j),
$$

which is $D\,v(p)=v(p')$.

For the powers, use induction on $k$. The case $k=0$ is trivial. Since $p'$ also has degree below $n$, the statement for $k$ applies to it:

$$
D^{k+1}v(p)=D^k\big(D\,v(p)\big)=D^k v(p')=v(p^{(k+1)}).
$$

If there is a row at all, then $n\ge1$ and the constant polynomial $1$ has degree below $n$. Its node values are all 1 and its derivative is zero, so $\sum_j D_{ij}=0$.

## Why the n-th power vanishes and the one before does not

Let $f$ be any data vector. Its interpolant $q=\sum_j f_j\,l_j$ has degree below $n$ and node values $v(q)=f$. Therefore

$$
D^n f=D^n v(q)=v(q^{(n)})=0,
$$

because $n$ derivatives annihilate a polynomial of degree below $n$. As $f$ was arbitrary, $D^n=0$.

On $m+1$ nodes, the monomial $X^m$ is still within the allowed degree, and its $m$-th derivative is the constant $m!$. So $D^m v(X^m)$ is the vector with all entries $m!$, which is not zero, and $D^m\neq0$.

The smallest grid with a node has $m=0$. There $l_0=1$ and $D$ is the $1\times1$ zero matrix, so $D^1=0$ while $D^0=1\neq0$.

## Entries and the central difference

Fix $i\neq j$. Clearing the denominators of $l_j$ and splitting off the factor that vanishes at $x_i$ gives

$$
\Big(\prod_{k\neq j}(x_j-x_k)\Big)\,l_j(X)=(X-x_i)\prod_{k\neq i,j}(X-x_k).
$$

Differentiate and set $X=x_i$. On the right, the term that keeps the factor $X-x_i$ drops out, and what remains is the formula for $D_{ij}$ stated above.

Now take $x_0=a-h$, $x_1=a$, $x_2=a+h$. For the middle row the formula reads

$$
(-h)(-2h)\,D_{10}=-h,\qquad (2h)(h)\,D_{12}=h,
$$

so $2hD_{10}=-1$ and $2hD_{12}=1$. The row sum then forces $D_{11}=0$, and

$$
2h\,(Df)_1=f_2-f_0.
$$

This is the familiar central difference, obtained here as the slope at the middle node of the polynomial of degree at most two through the three data points.

## The Lean file

```lean
import Mathlib

open Polynomial
open scoped Matrix

namespace LagrangeDifferentiation

noncomputable section

/-- The values of a polynomial on the grid `x`. -/
def nodeValues {n : ℕ} (x : Fin n → ℝ) (p : ℝ[X]) : Fin n → ℝ :=
  fun i => p.eval (x i)

/-- The differentiation matrix `D i j = l_j'(x_i)` of the Lagrange basis, for pairwise
distinct nodes `x`. -/
def diffMatrix {n : ℕ} (x : Fin n → ℝ) : Matrix (Fin n) (Fin n) ℝ :=
  Matrix.of fun i j => (derivative (Lagrange.basis Finset.univ x j)).eval (x i)

/-- The differentiation matrix maps the node values of a polynomial of degree below `n`
to the node values of its derivative. -/
theorem diffMatrix_mulVec {n : ℕ} {x : Fin n → ℝ} (hx : Function.Injective x)
    {p : ℝ[X]} (hp : p.degree < n) :
    diffMatrix x *ᵥ nodeValues x p = nodeValues x (derivative p) := by
  -- expand `p` in the Lagrange basis
  have hdeg : p.degree < (Finset.univ : Finset (Fin n)).card := by simpa using hp
  have hexp := Lagrange.eq_interpolate (s := Finset.univ) (v := x) hx.injOn hdeg
  rw [Lagrange.interpolate_apply] at hexp
  funext i
  -- differentiate the expansion and evaluate at the node `x i`
  have h := congrArg (fun q : ℝ[X] => (derivative q).eval (x i)) hexp
  simp only [derivative_sum, derivative_mul, derivative_C, zero_mul, zero_add,
    Polynomial.eval_finsetSum, eval_mul, eval_C] at h
  change ∑ j, (derivative (Lagrange.basis Finset.univ x j)).eval (x i) * p.eval (x j)
    = (derivative p).eval (x i)
  rw [h]
  exact Finset.sum_congr rfl fun j _ => mul_comm _ _

/-- The `k`-th power of the differentiation matrix gives the node values of the `k`-th
derivative of a polynomial of degree below `n`. -/
theorem diffMatrix_pow_mulVec {n : ℕ} {x : Fin n → ℝ} (hx : Function.Injective x)
    (k : ℕ) {p : ℝ[X]} (hp : p.degree < n) :
    (diffMatrix x ^ k) *ᵥ nodeValues x p = nodeValues x (derivative^[k] p) := by
  induction k generalizing p with
  | zero => simp
  | succ k ih =>
    rw [pow_succ, ← Matrix.mulVec_mulVec, diffMatrix_mulVec hx hp,
      ih (lt_of_le_of_lt degree_derivative_le hp), Function.iterate_succ_apply]

/-- Each row of the differentiation matrix sums to zero. -/
theorem diffMatrix_row_sum {n : ℕ} {x : Fin n → ℝ} (hx : Function.Injective x)
    (i : Fin n) : ∑ j, diffMatrix x i j = 0 := by
  -- the constant function 1 has zero derivative
  have hdeg : (1 : ℝ[X]).degree < n := by
    rw [degree_one]
    exact_mod_cast i.pos
  have h := congrFun (diffMatrix_mulVec hx hdeg) i
  simpa [Matrix.mulVec, dotProduct, nodeValues] using h

/-- On `n` distinct nodes the `n`-th power of the differentiation matrix vanishes. -/
theorem diffMatrix_pow_eq_zero {n : ℕ} {x : Fin n → ℝ} (hx : Function.Injective x) :
    diffMatrix x ^ n = 0 := by
  have key : ∀ f : Fin n → ℝ, (diffMatrix x ^ n) *ᵥ f = 0 := by
    intro f
    -- arbitrary data are the node values of their interpolant
    obtain ⟨p, hp, hf⟩ : ∃ p : ℝ[X], p.degree < n ∧ nodeValues x p = f := by
      refine ⟨Lagrange.interpolate Finset.univ x f, ?_, ?_⟩
      · simpa using Lagrange.degree_interpolate_lt (s := Finset.univ) (v := x) f hx.injOn
      · funext i
        exact Lagrange.eval_interpolate_at_node f hx.injOn (Finset.mem_univ i)
    have hzero : derivative^[n] p = 0 := by
      rcases eq_or_ne p 0 with h0 | h0
      · rw [h0, iterate_derivative_zero]
      · exact iterate_derivative_eq_zero ((natDegree_lt_iff_degree_lt h0).mpr hp)
    rw [← hf, diffMatrix_pow_mulVec hx n hp, hzero]
    funext i
    simp [nodeValues]
  ext i j
  have h := congrFun (key (Pi.single j 1)) i
  simpa using h

/-- On `m + 1` distinct nodes, `D ^ m` maps the node values of the monomial of degree `m`
to the constant `m!`. -/
theorem diffMatrix_pow_monomial {m : ℕ} {x : Fin (m + 1) → ℝ}
    (hx : Function.Injective x) :
    (diffMatrix x ^ m) *ᵥ nodeValues x (X ^ m) = fun _ => (m.factorial : ℝ) := by
  have hdeg : (X ^ m : ℝ[X]).degree < ((m + 1 : ℕ) : WithBot ℕ) := by
    rw [degree_X_pow]
    exact_mod_cast Nat.lt_succ_self m
  rw [diffMatrix_pow_mulVec hx m hdeg, iterate_derivative_X_pow_eq_natCast_mul]
  funext i
  simp [nodeValues, Nat.descFactorial_self]

/-- On `m + 1` distinct nodes the `m`-th power of the differentiation matrix is not zero. -/
theorem diffMatrix_pow_ne_zero {m : ℕ} {x : Fin (m + 1) → ℝ}
    (hx : Function.Injective x) : diffMatrix x ^ m ≠ 0 := by
  intro h
  have h1 := congrFun (diffMatrix_pow_monomial hx) 0
  rw [h, Matrix.zero_mulVec] at h1
  have h2 : (m.factorial : ℝ) ≠ 0 := by exact_mod_cast m.factorial_ne_zero
  exact h2 h1.symm

/-- The off-diagonal entries `D i j` in terms of products of node differences. -/
theorem diffMatrix_offDiag {n : ℕ} {x : Fin n → ℝ} (hx : Function.Injective x)
    {i j : Fin n} (hij : i ≠ j) :
    (∏ k ∈ Finset.univ.erase j, (x j - x k)) * diffMatrix x i j
      = ∏ k ∈ (Finset.univ.erase j).erase i, (x i - x k) := by
  -- clear the denominators of the basis polynomial
  have key : C (∏ k ∈ Finset.univ.erase j, (x j - x k)) * Lagrange.basis Finset.univ x j
      = ∏ k ∈ Finset.univ.erase j, (X - C (x k)) := by
    rw [Lagrange.basis, map_prod, ← Finset.prod_mul_distrib]
    refine Finset.prod_congr rfl fun k hk => ?_
    have hne : x j - x k ≠ 0 :=
      sub_ne_zero.mpr fun h => Finset.ne_of_mem_erase hk (hx h).symm
    rw [Lagrange.basisDivisor, ← mul_assoc, ← C_mul, mul_inv_cancel₀ hne, C_1, one_mul]
  -- split off the factor that vanishes at `x i`, then differentiate there
  have hi : i ∈ Finset.univ.erase j := Finset.mem_erase.mpr ⟨hij, Finset.mem_univ i⟩
  rw [← Finset.mul_prod_erase (Finset.univ.erase j) (fun k => X - C (x k)) hi] at key
  have h := congrArg (fun q : ℝ[X] => (derivative q).eval (x i)) key
  simp only [derivative_mul, derivative_C, derivative_X_sub_C, zero_mul, zero_add,
    one_mul, eval_add, eval_mul, eval_C, eval_sub, eval_X, sub_self, add_zero,
    eval_prod] at h
  exact h

/-- The three equally spaced nodes `a - h`, `a`, `a + h`. -/
def threeNodes (a h : ℝ) : Fin 3 → ℝ :=
  fun i => a + (((i : ℕ) : ℝ) - 1) * h

/-- At the middle of three equally spaced nodes the differentiation matrix is the central
difference: `2 h (D f)_1 = f_2 - f_0` for any data `f`. -/
theorem central_difference (a : ℝ) {h : ℝ} (hh : h ≠ 0) (f : Fin 3 → ℝ) :
    2 * h * (diffMatrix (threeNodes a h) *ᵥ f) 1 = f 2 - f 0 := by
  have hx : Function.Injective (threeNodes a h) := by
    intro i j hij
    have hij' : a + (((i : ℕ) : ℝ) - 1) * h = a + (((j : ℕ) : ℝ) - 1) * h := hij
    have hc : ((i : ℕ) : ℝ) = ((j : ℕ) : ℝ) :=
      mul_right_cancel₀ hh (by linear_combination hij')
    exact Fin.ext (by exact_mod_cast hc)
  have x0 : threeNodes a h 0 = a - h := by
    change a + (((0 : ℕ) : ℝ) - 1) * h = a - h
    push_cast
    ring
  have x1 : threeNodes a h 1 = a := by
    change a + (((1 : ℕ) : ℝ) - 1) * h = a
    push_cast
    ring
  have x2 : threeNodes a h 2 = a + h := by
    change a + (((2 : ℕ) : ℝ) - 1) * h = a + h
    push_cast
    ring
  -- the two outer weights come from the off-diagonal formula
  have e0 := diffMatrix_offDiag hx (i := 1) (j := 0) (by decide)
  rw [show (Finset.univ.erase (0 : Fin 3)) = {1, 2} by decide,
    show ({1, 2} : Finset (Fin 3)).erase 1 = {2} by decide,
    Finset.prod_pair (by decide), Finset.prod_singleton, x0, x1, x2] at e0
  have e2 := diffMatrix_offDiag hx (i := 1) (j := 2) (by decide)
  rw [show (Finset.univ.erase (2 : Fin 3)) = {0, 1} by decide,
    show ({0, 1} : Finset (Fin 3)).erase 1 = {0} by decide,
    Finset.prod_pair (by decide), Finset.prod_singleton, x0, x1, x2] at e2
  have g0 : 2 * h * diffMatrix (threeNodes a h) 1 0 = -1 :=
    mul_left_cancel₀ hh (by linear_combination e0)
  have g2 : 2 * h * diffMatrix (threeNodes a h) 1 2 = 1 :=
    mul_left_cancel₀ hh (by linear_combination e2)
  -- the middle weight comes from the row sum
  have r := diffMatrix_row_sum hx 1
  rw [Fin.sum_univ_three] at r
  simp only [Matrix.mulVec, dotProduct, Fin.sum_univ_three]
  linear_combination f 0 * g0 + f 2 * g2 + f 1 * (2 * h * r - g0 - g2)

end

end LagrangeDifferentiation
```

```lean
#print axioms LagrangeDifferentiation.diffMatrix_pow_eq_zero
-- 'LagrangeDifferentiation.diffMatrix_pow_eq_zero' depends on axioms: [propext, Classical.choice, Quot.sound]
#print axioms LagrangeDifferentiation.diffMatrix_pow_ne_zero
-- 'LagrangeDifferentiation.diffMatrix_pow_ne_zero' depends on axioms: [propext, Classical.choice, Quot.sound]
#print axioms LagrangeDifferentiation.central_difference
-- 'LagrangeDifferentiation.central_difference' depends on axioms: [propext, Classical.choice, Quot.sound]
```

## How the proof follows the derivation

`diffMatrix_mulVec` is the exactness step. `Lagrange.eq_interpolate` supplies the expansion of $p$ in the Lagrange basis. The `congrArg` line applies "differentiate, then evaluate at $x_i$" to both sides, and `simp only` carries the derivative through the sum and past the constant coefficients. The remaining difference is the order of the two factors in each term.

`diffMatrix_pow_mulVec` is the induction on $k$. The polynomial is kept general through `generalizing p`, since the induction hypothesis has to be applied to $p'$ and not to $p$. The lemma `degree_derivative_le` guarantees that $p'$ stays below the degree limit.

`diffMatrix_row_sum` applies exactness to the polynomial 1. The required $n\ge1$ comes from the row index itself, through `i.pos`.

`diffMatrix_pow_eq_zero` first proves `key`, that $D^n f=0$ for every $f$. The `obtain` step produces the interpolant, with its degree bound and its node values. The proof that its $n$-th derivative vanishes treats the zero polynomial separately, because the Mathlib lemma used there measures degree by a natural number. Applying `key` to the unit vectors `Pi.single j 1` then shows that every entry of $D^n$ is zero.

`diffMatrix_pow_monomial` computes $D^m v(X^m)$ from the power rule for repeated derivatives, whose coefficient becomes $m!$. `diffMatrix_pow_ne_zero` assumes $D^m=0$ and compares component 0 of the two sides, which would give $m!=0$.

In `diffMatrix_offDiag`, the statement `key` is the basis polynomial with its denominators cleared. It is proved factor by factor, and this is where distinct nodes are needed: each $x_j-x_k$ must be nonzero to cancel its inverse. `Finset.mul_prod_erase` splits off $X-x_i$, and differentiation at $x_i$ finishes the argument as above.

`central_difference` first derives the distinctness of the three nodes from $h\neq0$ and evaluates their positions. The equations `e0` and `e2` are the off-diagonal formula for $D_{10}$ and $D_{12}$; cancelling one factor of $h$ turns them into `g0` and `g2`. The row sum `r` fixes the middle weight, and the last `linear_combination` adds the three contributions with the weights $f_0$, $f_1$ and $f_2$.
